# The EDIIS formula: the Hartree–Fock energy of a density mixture with coefficients of sum one

## Densities, Fock matrices and the energy

Take a finite set of basis functions. The core Hamiltonian h and the density matrices D are square complex matrices over this set. The electron interaction enters through a linear map G that sends a density matrix to its mean-field matrix. The Fock matrix and the energy are

F(D) = h + G(D)

E(D) = tr(h D) + ½ tr(D G(D)).

The half prevents each electron pair from being counted twice. The interaction is assumed to be symmetric under the trace:

tr(A G(B)) = tr(B G(A)) for all matrices A and B.

Physically, the energy of A in the field of B equals that of B in the field of A.

For a closed-shell system with spin-summed density D and two-electron integrals (pq|rs), the map is

G(D)_pq = Σ_rs [(pq|rs) − ½ (ps|rq)] D_sr,

with a Coulomb term and an exchange term. Its trace symmetry follows from (pq|rs) = (rs|pq), which says that relabelling the two electrons leaves the integral unchanged.

## The energy of a mixture from stored matrices

A self-consistent-field calculation produces densities D_i with Fock matrices F_i = F(D_i). EDIIS (energy direct inversion in the iterative subspace) mixes them with coefficients c_i of sum one and looks for nonnegative coefficients that make the energy of the mixture low. For a Hartree–Fock energy in a finite basis, quadratic in the density, that energy needs no new evaluation of G:

E(Σ_i c_i D_i) = Σ_i c_i E(D_i) − ¼ Σ_ij c_i c_j tr((F_i − F_j)(D_i − D_j)).

The formula gives the function that EDIIS minimises. It does not say that the minimisation succeeds or that the iteration converges.

## What the Lean statement assumes

In `ediis_energy`, the finite type `n` labels the basis functions and `ι` labels the stored densities. The interaction is `G : Matrix n n ℂ →ₗ[ℂ] Matrix n n ℂ`, a complex-linear map, and `TraceSymmetric G` is the symmetry above. The hypothesis `hc` says that the coefficients sum to one. They are complex numbers here and need not be positive.

Nothing requires D_i to be Hermitian, to come from a single Slater determinant, or to have a given electron number. This suits the application, since a mixture of single-determinant densities is generally not the density of a single determinant. No overlap matrix appears, because the identity involves only traces of products. `energy` accordingly takes complex values.

Linearity of G is a real restriction: a density functional whose exchange-correlation potential is nonlinear in the density is not covered.

## Trace symmetry from the integrals

Writing out the trace for the closed-shell map gives

tr(A G(B)) = Σ_pqrs A_qp [(pq|rs) − ½ (ps|rq)] B_sr.

Exchange A and B, then rename p ↔ r and q ↔ s:

tr(B G(A)) = Σ_pqrs A_qp [(rs|pq) − ½ (rq|ps)] B_sr.

Since (rs|pq) = (pq|rs) and (rq|ps) = (ps|rq), the two sums agree.

For a two-site model with on-site repulsion U, the only nonzero integrals have all four indices equal. Then G(D) is diagonal with entries U D_pp − ½ U D_pp = ½ U D_pp. The unit density matrix, with one electron per site on average, gives U/2 times the unit matrix.

## The Fock matrix as the slope of the energy

Let X be a change of the density. Linearity gives

E(D + X) = E(D) + tr(h X) + ½ tr(D G(X)) + ½ tr(X G(D)) + ½ tr(X G(X)).

By trace symmetry the two mixed terms are equal, and together they make tr(G(D) X). Hence

E(D + X) = E(D) + tr(F(D) X) + ½ tr(X G(X)).

The expansion stops at second order. The Fock matrix of a normalised mixture is also simple: since Σ_i c_i h = h,

F(Σ_i c_i D_i) = h + Σ_i c_i G(D_i) = Σ_i c_i F_i.

## Deriving the mixture formula

Start with one pair of densities A and B. The core Hamiltonian cancels in F(A) − F(B) = G(A) − G(B), so

tr((F(A) − F(B))(A − B)) = tr(A G(A)) − tr(B G(A)) − tr(A G(B)) + tr(B G(B)),

where the factors under each trace have been exchanged. Trace symmetry turns the right side into

tr(A G(A)) + tr(B G(B)) − 2 tr(A G(B)).

Now write T_ij = tr(D_i G(D_j)) and Q_ij = tr((F_i − F_j)(D_i − D_j)). The result just found reads

Q_ij = T_ii + T_jj − 2 T_ij.

Multiply by c_i c_j and sum. In the first term the sum over j gives one, and in the second the sum over i gives one:

Σ_ij c_i c_j Q_ij = 2 Σ_i c_i T_ii − 2 Σ_ij c_i c_j T_ij.

Solving for the double sum of T_ij and halving,

½ Σ_ij c_i c_j T_ij = ½ Σ_i c_i T_ii − ¼ Σ_ij c_i c_j Q_ij.

The energy of the mixture is, by linearity,

E(Σ_i c_i D_i) = Σ_i c_i tr(h D_i) + ½ Σ_ij c_i c_j T_ij.

Inserting the previous line and collecting Σ_i c_i [tr(h D_i) + ½ T_ii] = Σ_i c_i E(D_i) gives the formula.

## Where the quarter belongs

The factor ¼ is easily misplaced. It goes with a sum over all ordered pairs, in which each pair of different densities occurs twice. If the sum runs over i < j only, the factor is ½. With two densities A and B and coefficients 1 − t and t, this gives

E((1 − t)A + tB) = (1 − t)E(A) + tE(B) − ½ t(1 − t) tr((F(A) − F(B))(A − B)).

The factor also depends on the density convention. With the density of one spin, P = D/2, the same energy is 2 tr(h P) + tr(P G(2P)), and the factor in front of the sum over ordered pairs of tr((F_i − F_j)(P_i − P_j)) is ½.

## When mixing cannot exceed the mean energy

Suppose that the weights are real and nonnegative with sum one, and that every Q_ij has nonnegative real part. The subtracted sum then has nonnegative real part, so

Re E(Σ_i c_i D_i) ≤ Σ_i c_i Re E(D_i).

The condition on Q_ij has a direct meaning: for real t, Q_ij is the second derivative of the energy along the line from D_i to D_j, so the real part of the energy is convex along each such line. This is assumed and not derived. Exchange enters G with a negative sign and can make Q_ij negative.

## Hermitian densities as an alternative model

The densities could be taken from the real vector space of Hermitian matrices, with h Hermitian and G a real-linear map of that space into itself. Energies and pair terms would then be real, and the real parts in the inequality would disappear. The coefficients would have to be real, and the closed-shell map would need a further proof that it preserves Hermiticity, using the behaviour of the integrals under complex conjugation. The complex-linear version avoids this and makes the identity more general.

## The complete file

```lean
import Mathlib

open Matrix

namespace EDIISEnergy

noncomputable section

variable {n ι : Type*} [Fintype n] [Fintype ι]

/-- The Fock matrix `F(D) = h + G(D)` of a density matrix `D`. -/
def fock (h : Matrix n n ℂ) (G : Matrix n n ℂ →ₗ[ℂ] Matrix n n ℂ)
    (D : Matrix n n ℂ) : Matrix n n ℂ := h + G D

/-- The Hartree-Fock energy functional `E(D) = tr(h D) + (1/2) tr(D G(D))`. -/
def energy (h : Matrix n n ℂ) (G : Matrix n n ℂ →ₗ[ℂ] Matrix n n ℂ)
    (D : Matrix n n ℂ) : ℂ := (h * D).trace + 1 / 2 * (D * G D).trace

/-- Symmetry of the electron interaction: `tr(A G(B)) = tr(B G(A))` for all matrices. -/
def TraceSymmetric (G : Matrix n n ℂ →ₗ[ℂ] Matrix n n ℂ) : Prop :=
  ∀ A B, (A * G B).trace = (B * G A).trace

/-- The closed-shell Coulomb and exchange matrix built from two-electron integrals
`v p q r s = (pq|rs)` and a spin-summed density matrix. -/
def meanField (v : n → n → n → n → ℂ) : Matrix n n ℂ →ₗ[ℂ] Matrix n n ℂ where
  toFun D := Matrix.of fun p q =>
    ∑ s, ∑ r, (v p q r s - 1 / 2 * v p s r q) * D s r
  map_add' A B := by
    ext p q
    simp only [Matrix.of_apply, Matrix.add_apply, mul_add, Finset.sum_add_distrib]
  map_smul' a A := by
    ext p q
    simp only [Matrix.of_apply, Matrix.smul_apply, smul_eq_mul, RingHom.id_apply,
      Finset.mul_sum]
    refine Finset.sum_congr rfl fun s _ => Finset.sum_congr rfl fun r _ => ?_
    ring

/-- The Coulomb and exchange map is trace symmetric when the two-electron integrals
are unchanged by exchange of the two electrons, `(pq|rs) = (rs|pq)`. -/
theorem meanField_traceSymmetric (v : n → n → n → n → ℂ)
    (hv : ∀ p q r s, v p q r s = v r s p q) : TraceSymmetric (meanField v) := by
  -- write the trace as a bilinear form on pairs of orbital indices
  have key : ∀ A B : Matrix n n ℂ, (A * meanField v B).trace =
      ∑ x : n × n, ∑ y : n × n, A x.1 x.2 *
        ((v x.2 x.1 y.2 y.1 - 1 / 2 * v x.2 y.1 y.2 x.1) * B y.1 y.2) := by
    intro A B
    simp only [Matrix.trace, Matrix.diag_apply, Matrix.mul_apply, Fintype.sum_prod_type,
      meanField, LinearMap.coe_mk, AddHom.coe_mk, Matrix.of_apply, Finset.mul_sum]
  intro A B
  rw [key A B, key B A, Finset.sum_comm]
  refine Finset.sum_congr rfl fun y _ => Finset.sum_congr rfl fun x _ => ?_
  rw [hv x.2 x.1 y.2 y.1, hv x.2 y.1 y.2 x.1]
  ring

/-- Two-electron integrals of a two-site model with on-site repulsion `U`. -/
def onSite (U : ℂ) (p q r s : Fin 2) : ℂ := if p = q ∧ q = r ∧ r = s then U else 0

/-- The two-site model with on-site repulsion has a trace symmetric mean field, which
sends the unit density matrix to `U/2` times the unit matrix. -/
theorem onSite_witness (U : ℂ) : TraceSymmetric (meanField (onSite U)) ∧
    meanField (onSite U) 1 = (U / 2) • (1 : Matrix (Fin 2) (Fin 2) ℂ) := by
  constructor
  · apply meanField_traceSymmetric
    intro p q r s
    fin_cases p <;> fin_cases q <;> fin_cases r <;> fin_cases s <;> simp [onSite]
  · ext p q
    fin_cases p <;> fin_cases q <;>
      simp [meanField, onSite, Fin.sum_univ_two] <;> ring

/-- Exact expansion of the energy about a density matrix `D`: the linear term is the
trace of the Fock matrix with the change `X`. -/
theorem energy_add (h : Matrix n n ℂ) (G : Matrix n n ℂ →ₗ[ℂ] Matrix n n ℂ)
    (hG : TraceSymmetric G) (D X : Matrix n n ℂ) :
    energy h G (D + X) =
      energy h G D + (fock h G D * X).trace + 1 / 2 * (X * G X).trace := by
  simp only [energy, fock, map_add, Matrix.mul_add, Matrix.add_mul, Matrix.trace_add]
  linear_combination (1 / 2) * hG D X + Matrix.trace_mul_comm X (G D)

omit [Fintype n] in
/-- The Fock matrix of a mixture with coefficients of sum one is the same mixture of
the Fock matrices. -/
theorem fock_mixture (h : Matrix n n ℂ) (G : Matrix n n ℂ →ₗ[ℂ] Matrix n n ℂ)
    (c : ι → ℂ) (D : ι → Matrix n n ℂ) (hc : ∑ i, c i = 1) :
    fock h G (∑ i, c i • D i) = ∑ i, c i • fock h G (D i) := by
  simp only [fock, map_sum, map_smul, smul_add, Finset.sum_add_distrib,
    ← Finset.sum_smul, hc, one_smul]

/-- The pair term of two densities, written through their interaction traces. -/
theorem pair_term (h : Matrix n n ℂ) (G : Matrix n n ℂ →ₗ[ℂ] Matrix n n ℂ)
    (hG : TraceSymmetric G) (A B : Matrix n n ℂ) :
    ((fock h G A - fock h G B) * (A - B)).trace =
      (A * G A).trace + (B * G B).trace - 2 * (A * G B).trace := by
  -- the core Hamiltonian cancels in the difference
  have hF : fock h G A - fock h G B = G A - G B := by
    simp only [fock]
    abel
  rw [hF, Matrix.trace_mul_comm]
  simp only [Matrix.sub_mul, Matrix.mul_sub, Matrix.trace_sub]
  linear_combination hG A B

/-- The EDIIS formula: the energy of a mixture of densities with coefficients of sum one
is the mixture of the energies minus a quarter of the weighted sum of pair terms. -/
theorem ediis_energy (h : Matrix n n ℂ) (G : Matrix n n ℂ →ₗ[ℂ] Matrix n n ℂ)
    (hG : TraceSymmetric G) (c : ι → ℂ) (D : ι → Matrix n n ℂ) (hc : ∑ i, c i = 1) :
    energy h G (∑ i, c i • D i) = ∑ i, c i * energy h G (D i) -
      1 / 4 * ∑ i, ∑ j, c i * c j *
        ((fock h G (D i) - fock h G (D j)) * (D i - D j)).trace := by
  have hlin : (h * ∑ i, c i • D i).trace = ∑ i, c i * (h * D i).trace := by
    simp only [Finset.mul_sum, Matrix.trace_sum, Matrix.mul_smul, Matrix.trace_smul,
      smul_eq_mul]
  have hquad : ((∑ i, c i • D i) * G (∑ i, c i • D i)).trace =
      ∑ i, ∑ j, c i * c j * (D i * G (D j)).trace := by
    rw [map_sum, Finset.sum_mul, Matrix.trace_sum]
    refine Finset.sum_congr rfl fun i _ => ?_
    rw [Finset.mul_sum, Matrix.trace_sum]
    refine Finset.sum_congr rfl fun j _ => ?_
    rw [map_smul, Matrix.smul_mul, Matrix.mul_smul, Matrix.trace_smul,
      Matrix.trace_smul, smul_eq_mul, smul_eq_mul, mul_assoc]
  -- the normalisation of the coefficients collapses the diagonal terms
  have h1 : ∑ i, ∑ j, c i * c j * (D i * G (D i)).trace =
      ∑ i, c i * (D i * G (D i)).trace := by
    refine Finset.sum_congr rfl fun i _ => ?_
    rw [← Finset.sum_mul, ← Finset.mul_sum, hc, mul_one]
  have h2 : ∑ i, ∑ j, c i * c j * (D j * G (D j)).trace =
      ∑ i, c i * (D i * G (D i)).trace := by
    rw [Finset.sum_comm, ← h1]
    refine Finset.sum_congr rfl fun i _ => Finset.sum_congr rfl fun j _ => ?_
    ring
  have hpair : ∑ i, ∑ j, c i * c j *
        ((fock h G (D i) - fock h G (D j)) * (D i - D j)).trace =
      ∑ i, ∑ j, c i * c j * (D i * G (D i)).trace +
        ∑ i, ∑ j, c i * c j * (D j * G (D j)).trace -
        2 * ∑ i, ∑ j, c i * c j * (D i * G (D j)).trace := by
    simp only [pair_term h G hG, Finset.mul_sum, ← Finset.sum_add_distrib,
      ← Finset.sum_sub_distrib]
    refine Finset.sum_congr rfl fun i _ => Finset.sum_congr rfl fun j _ => ?_
    ring
  have hsum : ∑ i, c i * energy h G (D i) =
      ∑ i, c i * (h * D i).trace + 1 / 2 * ∑ i, c i * (D i * G (D i)).trace := by
    simp only [energy, Finset.mul_sum, ← Finset.sum_add_distrib]
    refine Finset.sum_congr rfl fun i _ => ?_
    ring
  rw [hsum, hpair, h1, h2, energy, hlin, hquad]
  ring

/-- The energy of the combination `(1 - t) A + t B` of two densities is the same combination of
their energies minus `t (1 - t) / 2` times their pair term. -/
theorem energy_two_point (h : Matrix n n ℂ) (G : Matrix n n ℂ →ₗ[ℂ] Matrix n n ℂ)
    (hG : TraceSymmetric G) (A B : Matrix n n ℂ) (t : ℂ) :
    energy h G ((1 - t) • A + t • B) = (1 - t) * energy h G A + t * energy h G B -
      1 / 2 * t * (1 - t) * ((fock h G A - fock h G B) * (A - B)).trace := by
  rw [pair_term h G hG]
  simp only [energy, map_add, map_smul, Matrix.mul_add, Matrix.add_mul, Matrix.smul_mul,
    Matrix.mul_smul, Matrix.trace_add, Matrix.trace_smul, smul_eq_mul]
  linear_combination (-(1 / 2) * t * (1 - t)) * hG A B

/-- For nonnegative weights of sum one and pair terms with nonnegative real part, the real
part of the energy of the mixture is at most the weighted mean of those of the densities. -/
theorem energy_mixture_le (h : Matrix n n ℂ) (G : Matrix n n ℂ →ₗ[ℂ] Matrix n n ℂ)
    (hG : TraceSymmetric G) (c : ι → ℝ) (D : ι → Matrix n n ℂ)
    (hc : ∑ i, c i = 1) (hpos : ∀ i, 0 ≤ c i)
    (hp : ∀ i j, 0 ≤ (((fock h G (D i) - fock h G (D j)) * (D i - D j)).trace).re) :
    (energy h G (∑ i, (c i : ℂ) • D i)).re ≤ ∑ i, c i * (energy h G (D i)).re := by
  have hc' : ∑ i, (c i : ℂ) = 1 := by
    rw [← Complex.ofReal_sum, hc, Complex.ofReal_one]
  have hq : (1 / 4 : ℂ) = ((1 / 4 : ℝ) : ℂ) := by norm_num
  rw [ediis_energy h G hG (fun i => (c i : ℂ)) D hc', hq]
  simp only [Complex.sub_re, Complex.re_sum, ← Complex.ofReal_mul, Complex.re_ofReal_mul]
  -- every pair contributes with a nonnegative weight
  have hS : 0 ≤ ∑ i, ∑ j, c i * c j *
      (((fock h G (D i) - fock h G (D j)) * (D i - D j)).trace).re :=
    Finset.sum_nonneg fun i _ => Finset.sum_nonneg fun j _ =>
      mul_nonneg (mul_nonneg (hpos i) (hpos j)) (hp i j)
  linarith

end

end EDIISEnergy
```

```lean
#print axioms EDIISEnergy.fock_mixture
-- 'EDIISEnergy.fock_mixture' depends on axioms: [propext, Classical.choice, Quot.sound]
#print axioms EDIISEnergy.ediis_energy
-- 'EDIISEnergy.ediis_energy' depends on axioms: [propext, Classical.choice, Quot.sound]
#print axioms EDIISEnergy.energy_two_point
-- 'EDIISEnergy.energy_two_point' depends on axioms: [propext, Classical.choice, Quot.sound]
#print axioms EDIISEnergy.energy_mixture_le
-- 'EDIISEnergy.energy_mixture_le' depends on axioms: [propext, Classical.choice, Quot.sound]
```

## How the proof follows the derivation

`meanField` defines the closed-shell map and proves its linearity. In `meanField_traceSymmetric`, the step `key` writes the trace as a sum over two index pairs, x = (q, p) and y = (s, r). `Finset.sum_comm` then exchanges the pairs, which is the renaming p ↔ r, q ↔ s, and two uses of `hv` match the Coulomb and exchange integrals. `onSite_witness` checks the two-site model by running through the index values.

`energy_add` expands all products and closes with `linear_combination`. Its two ingredients are half of the trace symmetry for `D` and `X`, and the exchange of factors in tr(X G(D)). `fock_mixture` uses `hc` to turn Σ_i c_i h into h. These two theorems describe the physics around the formula; the proof of `ediis_energy` does not call them.

`pair_term` does the work for one pair. The step `hF` cancels the core Hamiltonian, `Matrix.trace_mul_comm` exchanges the factors, and one use of `hG A B` combines the cross terms.

Inside `ediis_energy`, each named step is a line of the derivation:

- `hlin` and `hquad` expand the one-electron and interaction parts of the mixture's energy.
- `h1` and `h2` collapse the double sums of T_ii and T_jj. The normalisation `hc` enters in `h1`, and `h2` reduces to it by exchanging the order of summation.
- `hpair` sums the result of `pair_term` over all pairs.
- `hsum` splits the mean energy into its one-electron and interaction parts.

After these are substituted, `ring` verifies the remaining arithmetic, including the quarter.

`energy_two_point` is proved directly from `pair_term` and not by specialising the general sum. The coefficient in its `linear_combination` is the weight with which trace symmetry is needed for the cross terms.

`energy_mixture_le` applies `ediis_energy` to real weights regarded as complex numbers and takes real parts. The step `hS` shows that the double sum is nonnegative, because each term is a product of nonnegative factors, and `linarith` draws the inequality.
